# For s > 0, the terms 1/(4π²(s+l)(s+l+1)) summed over l = 0, 1, 2, … give 1/(4π²s)

For a real number s > 0, the lemma says that the series with terms 1/(4π²(s+l)(s+l+1)), with l running over 0, 1, 2, …, converges to 1/(4π²s). The statement involves no Hamiltonian, state or particle: s is any positive real number, and physically the result is only a closed form for a sum over a non-negative integer index. The attempt first shows that the differences 1/(s+l) − 1/(s+l+1) sum to 1/s, since the first N of them add up to 1/s − 1/(s+N) and the last term tends to zero. It then multiplies that series by 1/(4π²) and tries to match the result with the stated one.

An attempt in Lean 4 with a fault in it:

```lean
import Mathlib

open Filter Topology
open scoped Real ComplexOrder

namespace HasSumTelescope

noncomputable section

theorem hasSum_telescope {s : ℝ} (hs : 0 < s) :
    HasSum (fun l : ℕ => 1 / (4 * π ^ 2 * ((s + l) * (s + l + 1))))
      (1 / (4 * π ^ 2) * (1 / s)) := by
  have h : HasSum (fun l : ℕ => 1 / (s + l) - 1 / (s + l + 1)) (1 / s) := by
    rw [hasSum_iff_tendsto_nat_of_nonneg (fun l => sub_nonneg.mpr
      (one_div_le_one_div_of_le (by positivity) (by linarith)))]
    have hsum : ∀ N : ℕ, 1 / s - 1 / (s + N) =
        ∑ l ∈ Finset.range N, (1 / (s + l) - 1 / (s + l + 1)) := by
      intro N
      induction N with
      | zero => simp
      | succ N ih =>
        rw [Finset.sum_range_succ, ← ih]
        push_cast
        rw [← add_assoc]
        ring
    have h0 : Tendsto (fun N : ℕ => 1 / (s + (N : ℝ))) atTop (𝓝 0) :=
      tendsto_const_nhds.div_atTop
        (tendsto_atTop_add_const_left _ s tendsto_natCast_atTop_atTop)
    have h1 := h0.const_sub (1 / s)
    rw [sub_zero] at h1
    exact h1.congr hsum
  convert h.mul_left (1 / (4 * π ^ 2)) using 1
  funext l
  have h1 : s + (l : ℝ) ≠ 0 := by positivity
  have h2 : s + (l : ℝ) + 1 ≠ 0 := by positivity
  field_simp <;> ring

end

end HasSumTelescope
```

The error:

```
Main.lean:33:2: error: Tactic `apply` failed: could not unify the conclusion of `@funext`
  ?f = ?g
with the goal
  Real.instAddCommMonoid =
    CommRing.toNonUnitalCommRing.toNonUnitalNonAssocCommRing.toNonUnitalNonAssocSemiring.toAddCommMonoid

Note: The full type of `@funext` is
  ∀ {α : Sort ?u.216} {β : α → Sort ?u.215} {f g : (x : α) → β x}, (∀ (x : α), f x = g x) → f = g

case e'_3
s : ℝ
hs : 0 < s
h : HasSum (fun l => 1 / (s + ↑l) - 1 / (s + ↑l + 1)) (1 / s)
⊢ Real.instAddCommMonoid =
    CommRing.toNonUnitalCommRing.toNonUnitalNonAssocCommRing.toNonUnitalNonAssocSemiring.toAddCommMonoid
```

The mended proof, as a diff:

```diff
@@ -30,9 +30,13 @@
     rw [sub_zero] at h1
     exact h1.congr hsum
-  convert h.mul_left (1 / (4 * π ^ 2)) using 1
-  funext l
-  have h1 : s + (l : ℝ) ≠ 0 := by positivity
-  have h2 : s + (l : ℝ) + 1 ≠ 0 := by positivity
-  field_simp <;> ring
+  have hfun : (fun l : ℕ => 1 / (4 * π ^ 2 * ((s + l) * (s + l + 1)))) =
+      fun l : ℕ => 1 / (4 * π ^ 2) * (1 / (s + l) - 1 / (s + l + 1)) := by
+    funext l
+    have h1 : s + (l : ℝ) ≠ 0 := by positivity
+    have h2 : s + (l : ℝ) + 1 ≠ 0 := by positivity
+    field_simp
+    ring
+  rw [hfun]
+  exact h.mul_left _
 
 end
```

Cause. The message says that `funext` was given a goal it cannot treat. `funext` proves that two functions are equal, but the goal here equates two additive commutative monoid structures on the real numbers: `Real.instAddCommMonoid` and the one reached through the commutative ring structure.

That goal comes from `convert ... using 1`, which compares the two `HasSum` statements argument by argument. The arguments include the monoid structure as well as the summed function, and at this depth `convert` left the equality of structures open, so `funext l` met it first.

The repair states the equality of the summed functions separately as `hfun`, where `funext l` does apply. After `rw [hfun]`, the goal has the form that `h.mul_left _` proves, and `exact` accepts it because the two monoid structures agree by definition. No separate goal about them arises.

Putting `field_simp` and `ring` on separate lines is mere tidying, as is writing `_` for the constant, which Lean infers.
